# For a differentiable energy on a finite lattice, the slope of the Wu-Yang functional along a line of potentials is the inner product of the density error with the line's direction

On a lattice of `L` sites, the density of a potential v is defined as the gradient of an energy E at v, and the Wu-Yang functional for a target density ρ is E(v) − ⟨ρ, v⟩. The theorem says that along the line v + s·d the derivative of this functional at s = t is ⟨n − ρ, d⟩, where n is the density at v + t·d. E is any real function differentiable everywhere, not necessarily the ground-state energy of a Hamiltonian; ρ and d are arbitrary real vectors, with no normalisation or positivity assumed. The attempt differentiates the line, gets the slope of E along it from the chain rule and that of ⟨ρ, v + s·d⟩ from the product rule for inner products, and subtracts.

Lean 4 with Mathlib refuses this proof:

```lean
import Mathlib

open Filter Topology Set

namespace WuYangInversion

noncomputable section

/-- A potential, or a density, on a lattice of `L` sites. -/
abbrev SiteField (L : ℕ) := EuclideanSpace ℝ (Fin L)

variable {L : ℕ}

/-- The density belonging to the potential `v`: the gradient of the energy `E` at `v`. -/
def density (E : SiteField L → ℝ) (v : SiteField L) : SiteField L := gradient E v

/-- The Wu-Yang functional `E(v) - v·ρ` for the target density `ρ`. -/
def wuYang (E : SiteField L → ℝ) (ρ v : SiteField L) : ℝ := E v - inner ℝ ρ v

/-- For a differentiable energy, along a line of potentials with direction `d`, the slope of the
Wu-Yang functional is the overlap of the density error with `d`. -/
theorem hasDerivAt_wuYang_line {E : SiteField L → ℝ} (hE : Differentiable ℝ E)
    (ρ v d : SiteField L) (t : ℝ) :
    HasDerivAt (fun s : ℝ => wuYang E ρ (v + s • d))
      (inner ℝ (density E (v + t • d) - ρ) d) t := by
  have h1 : HasDerivAt (fun s : ℝ => s • d) ((1 : ℝ) • d) t :=
    (hasDerivAt_id' t).smul_const d
  have hl : HasDerivAt (fun s : ℝ => v + s • d) d t := by
    simpa only [one_smul] using h1.const_add v
  have hg : HasGradientAt E (gradient E (v + t • d)) (v + t • d) := (hE _).hasGradientAt
  have h2 : HasDerivAt (fun s : ℝ => E (v + s • d)) (inner ℝ (density E (v + t • d)) d) t :=
    hg.hasFDerivAt.comp_hasDerivAt t hl
  have h3 : HasDerivAt (fun s : ℝ => inner ℝ ρ (v + s • d)) (inner ℝ ρ d) t :=
    ((hasDerivAt_const t ρ).inner ℝ hl).congr_deriv (by rw [inner_zero_left, add_zero])
  rw [inner_sub_left]
  exact h2.fun_sub h3

end

end WuYangInversion
```

Lean reports:

```
Main.lean:32:4: error: Type mismatch
  HasFDerivAt.comp_hasDerivAt t ?m.199 hl
has type
  HasDerivAt (?m.197 ∘ fun s => v + s • d) (?m.198 d) t
but is expected to have type
  HasDerivAt (fun s => E (v + s • d)) (inner ℝ (density E (v + t • d)) d) t
```

Diagnosis. The one error is in `h2`, the chain rule for E. In the message the argument `hg.hasFDerivAt` is still a placeholder, `?m.199`, so the outer function `?m.197` and its derivative `?m.198` are unknown when Lean compares the result with the stated type. Lean would have to find the continuous linear map `?m.198` from its value at `d` alone, given as an inner product, and unification does not construct such a map.

The repair first builds `hchain` with no stated type to match, so the outer function and its derivative come from `hg.hasFDerivAt`. Naming `f` fixes the inner function as the line, whose value at `t` is the point `v + t • d` where `hg` holds. `h2` is then given by `hchain`, and now Lean only has to check that two known expressions agree by unfolding definitions: the composition is `E (v + s • d)`, `density` is the gradient, and the derivative supplied by the gradient, applied to `d`, is the inner product with `d`.

After these edits no error is left:

```diff
@@ -29,6 +29,8 @@
     simpa only [one_smul] using h1.const_add v
   have hg : HasGradientAt E (gradient E (v + t • d)) (v + t • d) := (hE _).hasGradientAt
+  have hchain := HasFDerivAt.comp_hasDerivAt (f := fun s : ℝ => v + s • d) t
+    hg.hasFDerivAt hl
   have h2 : HasDerivAt (fun s : ℝ => E (v + s • d)) (inner ℝ (density E (v + t • d)) d) t :=
-    hg.hasFDerivAt.comp_hasDerivAt t hl
+    hchain
   have h3 : HasDerivAt (fun s : ℝ => inner ℝ ρ (v + s • d)) (inner ℝ ρ d) t :=
     ((hasDerivAt_const t ρ).inner ℝ hl).congr_deriv (by rw [inner_zero_left, add_zero])
```
